# An explicit SU(2) matrix for every proper rotation other than a half-turn

When two-component wavefunctions are symmetrised in a calculation with spin–orbit coupling, each Cartesian rotation matrix $R$ of the point group needs a matching $2\times2$ matrix $U$ that acts on the spin. For every proper rotation other than a half-turn, the formula below gives such a $U$ from the entries of $R$, without first finding the axis and angle.

```lean
import Mathlib

open Matrix

namespace ExplicitSpinorLift

noncomputable section

/-- The three Pauli matrices, indexed by the Cartesian directions x, y, z. -/
def pauli : Fin 3 → Matrix (Fin 2) (Fin 2) ℂ :=
  ![!![0, 1; 1, 0], !![0, -Complex.I; Complex.I, 0], !![1, 0; 0, -1]]

/-- The unnormalised lift `1 + ∑ R_ij σ_i σ_j` of a real 3 × 3 matrix. -/
def numerator (R : Matrix (Fin 3) (Fin 3) ℝ) : Matrix (Fin 2) (Fin 2) ℂ :=
  1 + ∑ i, ∑ j, (R i j : ℂ) • (pauli i * pauli j)

/-- The spinor lift `(1 + ∑ R_ij σ_i σ_j) / (2 √(1 + tr R))`, meant for `tr R > -1`. -/
def spinorLift (R : Matrix (Fin 3) (Fin 3) ℝ) : Matrix (Fin 2) (Fin 2) ℂ :=
  ((1 / (2 * Real.sqrt (1 + R.trace)) : ℝ) : ℂ) • numerator R

/-- The axial vector of the antisymmetric part of `R`, without the factor one half. -/
def axial (R : Matrix (Fin 3) (Fin 3) ℝ) : Fin 3 → ℝ :=
  ![R 2 1 - R 1 2, R 0 2 - R 2 0, R 1 0 - R 0 1]

/-- The spin matrix `w - i v·σ` with real `w` and `v`. -/
def spinor (w : ℝ) (v : Fin 3 → ℝ) : Matrix (Fin 2) (Fin 2) ℂ :=
  (w : ℂ) • 1 - Complex.I • ∑ k, (v k : ℂ) • pauli k

/-- The Euler–Rodrigues matrix, quadratic in the four parameters `w` and `v`. -/
def eulerRodrigues (w : ℝ) (v : Fin 3 → ℝ) : Matrix (Fin 3) (Fin 3) ℝ :=
  !![w * w + v 0 * v 0 - v 1 * v 1 - v 2 * v 2, 2 * (v 0 * v 1 - w * v 2),
      2 * (v 0 * v 2 + w * v 1);
    2 * (v 0 * v 1 + w * v 2), w * w - v 0 * v 0 + v 1 * v 1 - v 2 * v 2,
      2 * (v 1 * v 2 - w * v 0);
    2 * (v 0 * v 2 - w * v 1), 2 * (v 1 * v 2 + w * v 0),
      w * w - v 0 * v 0 - v 1 * v 1 + v 2 * v 2]

/-- The Pauli algebra reduces `1 + ∑ R_ij σ_i σ_j` to `(1 + tr R) - i v·σ`, with `v` the
axial vector of `R`. -/
theorem numerator_eq (R : Matrix (Fin 3) (Fin 3) ℝ) :
    numerator R = spinor (1 + R.trace) (axial R) := by
  ext a b
  fin_cases a <;> fin_cases b <;> apply Complex.ext <;>
    simp [numerator, spinor, axial, pauli, Fin.sum_univ_three, Matrix.trace_fin_three] <;> ring

/-- For `M = w - i v·σ`, both `M M†` and `det M` are given by `w² + |v|²`. -/
theorem spinor_norm (w : ℝ) (v : Fin 3 → ℝ) :
    spinor w v * (spinor w v)ᴴ
        = ((w * w + v 0 * v 0 + v 1 * v 1 + v 2 * v 2 : ℝ) : ℂ) • 1 ∧
      (spinor w v).det = ((w * w + v 0 * v 0 + v 1 * v 1 + v 2 * v 2 : ℝ) : ℂ) := by
  constructor
  · ext a b
    fin_cases a <;> fin_cases b <;> apply Complex.ext <;>
      simp [spinor, pauli, Fin.sum_univ_three, Matrix.mul_apply] <;> ring
  · rw [Matrix.det_fin_two]
    apply Complex.ext <;> simp [spinor, pauli, Fin.sum_univ_three] <;> ring

/-- Conjugation by `w - i v·σ` mixes the Pauli matrices through the Euler–Rodrigues matrix. -/
theorem spinor_conj (w : ℝ) (v : Fin 3 → ℝ) (j : Fin 3) :
    spinor w v * pauli j * (spinor w v)ᴴ
      = ∑ i, (eulerRodrigues w v i j : ℂ) • pauli i := by
  ext a b
  fin_cases j <;> fin_cases a <;> fin_cases b <;> apply Complex.ext <;>
    simp [spinor, pauli, eulerRodrigues, Fin.sum_univ_three, Matrix.mul_apply] <;> ring

/-- A proper rotation equals its own cofactor matrix (indices are cyclic modulo 3). -/
theorem rotation_cofactor (R : Matrix (Fin 3) (Fin 3) ℝ) (hR : R * Rᵀ = 1)
    (hdet : R.det = 1) (i j : Fin 3) :
    R i j = R (i + 1) (j + 1) * R (i + 2) (j + 2)
      - R (i + 1) (j + 2) * R (i + 2) (j + 1) := by
  have hC : Rᵀ * R = 1 := mul_eq_one_comm.mp hR
  have hadj : R.adjugate = Rᵀ := by
    calc R.adjugate = Rᵀ * R * R.adjugate := by rw [hC, one_mul]
      _ = Rᵀ := by rw [mul_assoc, Matrix.mul_adjugate, hdet, one_smul, mul_one]
  have h := congrFun (congrFun hadj j) i
  rw [Matrix.adjugate_fin_three] at h
  fin_cases i <;> fin_cases j <;> simp at h ⊢ <;> linarith

/-- For a proper rotation `R` with `w = 1 + tr R` and axial vector `v`, one has
`w² + |v|² = 4w`, and the Euler–Rodrigues matrix of `w`, `v` is `4w R`. -/
theorem rotation_parameters (R : Matrix (Fin 3) (Fin 3) ℝ) (hR : R * Rᵀ = 1)
    (hdet : R.det = 1) :
    (1 + R.trace) * (1 + R.trace) + axial R 0 * axial R 0 + axial R 1 * axial R 1
        + axial R 2 * axial R 2 = 4 * (1 + R.trace) ∧
      eulerRodrigues (1 + R.trace) (axial R) = (4 * (1 + R.trace)) • R := by
  have hC : Rᵀ * R = 1 := mul_eq_one_comm.mp hR
  -- orthonormal rows and columns
  have row : ∀ i j, R i 0 * R j 0 + R i 1 * R j 1 + R i 2 * R j 2
      = if i = j then 1 else 0 := fun i j => by
    simpa [Matrix.mul_apply, Fin.sum_univ_three, Matrix.one_apply] using
      congrFun (congrFun hR i) j
  have col : ∀ i j, R 0 i * R 0 j + R 1 i * R 1 j + R 2 i * R 2 j
      = if i = j then 1 else 0 := fun i j => by
    simpa [Matrix.mul_apply, Fin.sum_univ_three, Matrix.one_apply] using
      congrFun (congrFun hC i) j
  have r00 := (row 0 0).trans (if_pos rfl)
  have r11 := (row 1 1).trans (if_pos rfl)
  have r22 := (row 2 2).trans (if_pos rfl)
  have r01 := (row 0 1).trans (if_neg (by decide))
  have r02 := (row 0 2).trans (if_neg (by decide))
  have r12 := (row 1 2).trans (if_neg (by decide))
  have c00 := (col 0 0).trans (if_pos rfl)
  have c11 := (col 1 1).trans (if_pos rfl)
  have c22 := (col 2 2).trans (if_pos rfl)
  have c01 := (col 0 1).trans (if_neg (by decide))
  have c02 := (col 0 2).trans (if_neg (by decide))
  have c12 := (col 1 2).trans (if_neg (by decide))
  -- the cofactor relations carry the information det R = 1
  have k := rotation_cofactor R hR hdet
  have k00 : R 0 0 = R 1 1 * R 2 2 - R 1 2 * R 2 1 := k 0 0
  have k01 : R 0 1 = R 1 2 * R 2 0 - R 1 0 * R 2 2 := k 0 1
  have k02 : R 0 2 = R 1 0 * R 2 1 - R 1 1 * R 2 0 := k 0 2
  have k10 : R 1 0 = R 2 1 * R 0 2 - R 2 2 * R 0 1 := k 1 0
  have k11 : R 1 1 = R 2 2 * R 0 0 - R 2 0 * R 0 2 := k 1 1
  have k12 : R 1 2 = R 2 0 * R 0 1 - R 2 1 * R 0 0 := k 1 2
  have k20 : R 2 0 = R 0 1 * R 1 2 - R 0 2 * R 1 1 := k 2 0
  have k21 : R 2 1 = R 0 2 * R 1 0 - R 0 0 * R 1 2 := k 2 1
  have k22 : R 2 2 = R 0 0 * R 1 1 - R 0 1 * R 1 0 := k 2 2
  obtain ⟨v, hv⟩ : ∃ v, v = axial R := ⟨_, rfl⟩
  obtain ⟨w, hw⟩ : ∃ w, w = 1 + R.trace := ⟨_, rfl⟩
  rw [← hv, ← hw]
  have hx : v 0 = R 2 1 - R 1 2 := by rw [hv]; rfl
  have hy : v 1 = R 0 2 - R 2 0 := by rw [hv]; rfl
  have hz : v 2 = R 1 0 - R 0 1 := by rw [hv]; rfl
  rw [Matrix.trace_fin_three] at hw
  constructor
  · simp only [hw, hx, hy, hz]
    linear_combination r00 + r11 + r22 - 2 * (k00 + k11 + k22)
  · ext i j
    fin_cases i <;> fin_cases j
    · show w * w + v 0 * v 0 - v 1 * v 1 - v 2 * v 2 = 4 * w * R 0 0
      simp only [hw, hx, hy, hz]
      linear_combination r11 + r22 - r00 - 2 * c00 - 2 * k00 + 2 * k11 + 2 * k22
    · show 2 * (v 0 * v 1 - w * v 2) = 4 * w * R 0 1
      simp only [hw, hx, hy, hz]
      linear_combination -2 * (k01 + k10 + c01 + r01)
    · show 2 * (v 0 * v 2 + w * v 1) = 4 * w * R 0 2
      simp only [hw, hx, hy, hz]
      linear_combination -2 * (k02 + k20 + c02 + r02)
    · show 2 * (v 0 * v 1 + w * v 2) = 4 * w * R 1 0
      simp only [hw, hx, hy, hz]
      linear_combination -2 * (k01 + k10 + c01 + r01)
    · show w * w - v 0 * v 0 + v 1 * v 1 - v 2 * v 2 = 4 * w * R 1 1
      simp only [hw, hx, hy, hz]
      linear_combination r00 + r22 - r11 - 2 * c11 - 2 * k11 + 2 * k00 + 2 * k22
    · show 2 * (v 1 * v 2 - w * v 0) = 4 * w * R 1 2
      simp only [hw, hx, hy, hz]
      linear_combination -2 * (k12 + k21 + c12 + r12)
    · show 2 * (v 0 * v 2 - w * v 1) = 4 * w * R 2 0
      simp only [hw, hx, hy, hz]
      linear_combination -2 * (k02 + k20 + c02 + r02)
    · show 2 * (v 1 * v 2 + w * v 0) = 4 * w * R 2 1
      simp only [hw, hx, hy, hz]
      linear_combination -2 * (k12 + k21 + c12 + r12)
    · show w * w - v 0 * v 0 - v 1 * v 1 + v 2 * v 2 = 4 * w * R 2 2
      simp only [hw, hx, hy, hz]
      linear_combination r00 + r11 - r22 - 2 * c22 - 2 * k22 + 2 * k00 + 2 * k11

/-- For a proper rotation `R` with `tr R > -1`, the explicit lift `U` lies in SU(2) and
satisfies `U σ_j U† = ∑_i R_ij σ_i` for every `j`. -/
theorem spinorLift_covers (R : Matrix (Fin 3) (Fin 3) ℝ) (hR : R * Rᵀ = 1)
    (hdet : R.det = 1) (htr : -1 < R.trace) :
    spinorLift R ∈ Matrix.specialUnitaryGroup (Fin 2) ℂ ∧
      ∀ j, spinorLift R * pauli j * (spinorLift R)ᴴ = ∑ i, (R i j : ℂ) • pauli i := by
  obtain ⟨hN, hE⟩ := rotation_parameters R hR hdet
  obtain ⟨hM, hD⟩ := spinor_norm (1 + R.trace) (axial R)
  rw [hN] at hM hD
  have hpos : 0 < 1 + R.trace := by linarith
  have hs := Real.mul_self_sqrt hpos.le
  have hs0 := Real.sqrt_pos.mpr hpos
  obtain ⟨r, hrdef⟩ : ∃ r, r = 1 / (2 * Real.sqrt (1 + R.trace)) := ⟨_, rfl⟩
  have h1 : r * (2 * Real.sqrt (1 + R.trace)) = 1 := by
    rw [hrdef]
    exact one_div_mul_cancel (by positivity)
  -- the prefactor squared is 1 / (4 (1 + tr R))
  have hr : r * r * (4 * (1 + R.trace)) = 1 := by
    linear_combination (r * (2 * Real.sqrt (1 + R.trace)) + 1) * h1 - 4 * r * r * hs
  have hU : spinorLift R = (r : ℂ) • spinor (1 + R.trace) (axial R) := by
    rw [spinorLift, numerator_eq, hrdef]
  have hstar : star (r : ℂ) = r := Complex.conj_ofReal r
  have key : ∀ X, spinorLift R * X * (spinorLift R)ᴴ = ((r * r : ℝ) : ℂ) •
      (spinor (1 + R.trace) (axial R) * X * (spinor (1 + R.trace) (axial R))ᴴ) := by
    intro X
    rw [hU, Matrix.conjTranspose_smul, hstar, Matrix.smul_mul, Matrix.smul_mul,
      Matrix.mul_smul, smul_smul, Complex.ofReal_mul]
  refine ⟨Matrix.mem_specialUnitaryGroup_iff.mpr ⟨?_, ?_⟩, fun j => ?_⟩
  · rw [Matrix.mem_unitaryGroup_iff, Matrix.star_eq_conjTranspose]
    have h := key 1
    rw [mul_one, mul_one, hM, smul_smul, ← Complex.ofReal_mul, hr, Complex.ofReal_one,
      one_smul] at h
    exact h
  · rw [hU, Matrix.det_smul, hD, Fintype.card_fin, pow_two, ← Complex.ofReal_mul,
      ← Complex.ofReal_mul, hr, Complex.ofReal_one]
  · rw [key, spinor_conj, hE, Finset.smul_sum]
    refine Finset.sum_congr rfl fun i _ => ?_
    rw [smul_smul, ← Complex.ofReal_mul, Matrix.smul_apply, smul_eq_mul, ← mul_assoc, hr,
      one_mul]

/-- For a proper rotation, `1 + ∑ R_ij σ_i σ_j` vanishes exactly when `tr R = -1`. -/
theorem numerator_eq_zero_iff (R : Matrix (Fin 3) (Fin 3) ℝ) (hR : R * Rᵀ = 1)
    (hdet : R.det = 1) : numerator R = 0 ↔ R.trace = -1 := by
  have hN := (rotation_parameters R hR hdet).1
  have hD := (spinor_norm (1 + R.trace) (axial R)).2
  rw [hN, ← numerator_eq] at hD
  constructor
  · intro h
    rw [h, Matrix.det_zero] at hD
    have h4 : 4 * (1 + R.trace) = 0 := Complex.ofReal_eq_zero.mp hD.symm
    linarith
  · intro h
    have hw : 1 + R.trace = 0 := by linarith
    rw [hw] at hN
    -- a vanishing sum of squares forces the axial vector to vanish
    have p0 := mul_self_nonneg (axial R 0)
    have p1 := mul_self_nonneg (axial R 1)
    have p2 := mul_self_nonneg (axial R 2)
    have h0 : axial R 0 = 0 := mul_self_eq_zero.mp (by linarith)
    have h1 : axial R 1 = 0 := mul_self_eq_zero.mp (by linarith)
    have h2 : axial R 2 = 0 := mul_self_eq_zero.mp (by linarith)
    rw [numerator_eq, hw]
    simp [spinor, Fin.sum_univ_three, h0, h1, h2]

/-- The threefold rotation x → y → z → x has the lift `(1 - i (σ_x + σ_y + σ_z)) / 2`. -/
theorem spinorLift_threefold :
    spinorLift !![0, 0, 1; 1, 0, 0; 0, 1, 0]
      = (1 / 2 : ℂ) • (1 - Complex.I • (pauli 0 + pauli 1 + pauli 2)) := by
  have ht : (!![0, 0, 1; 1, 0, 0; 0, 1, 0] : Matrix (Fin 3) (Fin 3) ℝ).trace = 0 := by
    simp [Matrix.trace_fin_three]
  rw [spinorLift, numerator_eq, ht]
  simp [spinor, axial, Fin.sum_univ_three]

end

end ExplicitSpinorLift
```

```lean
#print axioms ExplicitSpinorLift.rotation_parameters
#print axioms ExplicitSpinorLift.spinorLift_covers
#print axioms ExplicitSpinorLift.numerator_eq_zero_iff
#print axioms ExplicitSpinorLift.spinorLift_threefold
```

```
'ExplicitSpinorLift.rotation_parameters' depends on axioms: [propext, Classical.choice, Quot.sound]
'ExplicitSpinorLift.spinorLift_covers' depends on axioms: [propext, Classical.choice, Quot.sound]
'ExplicitSpinorLift.numerator_eq_zero_iff' depends on axioms: [propext, Classical.choice, Quot.sound]
'ExplicitSpinorLift.spinorLift_threefold' depends on axioms: [propext, Classical.choice, Quot.sound]
```

## The lift and its conventions

Let $\sigma_0,\sigma_1,\sigma_2$ be the Pauli matrices for $x,y,z$, numbered from zero as in Lean. The main theorem, `spinorLift_covers`, takes a real $3\times3$ matrix $R$ with $RR^T=1$ (`hR`), $\det R=1$ (`hdet`) and $\operatorname{tr}R>-1$ (`htr`). It states that

$$U=\frac{1+\sum_{ij}R_{ij}\sigma_i\sigma_j}{2\sqrt{1+\operatorname{tr}R}}$$

lies in SU(2), and that $U\sigma_jU^\dagger=\sum_iR_{ij}\sigma_i$ for every $j$. In the code $U$ is `spinorLift R`, and `ᴴ` is the dagger.

The first two hypotheses say that $R$ is a proper rotation in Cartesian axes. Its trace is $1+2\cos\theta$ for rotation angle $\theta$, so the third excludes exactly the half-turns. The rotation is active: column $j$ of $R$ is the image of the $j$-th axis, and $U(a\cdot\sigma)U^\dagger=(Ra)\cdot\sigma$ for a real vector $a$.

The matrix $-U$ satisfies the same relations. The formula selects the sign with positive trace, and with this choice the lift of a product can differ by a sign from the product of the lifts. That sign is what the double group keeps track of.

The result concerns the spin of a single spin-½ particle. To transform a wavefunction $\psi$, one must also rotate its spatial argument, $\psi(r)\mapsto U\psi(R^{-1}r)$; this step is physical input beyond the hypotheses.

## From the Pauli algebra to four real numbers

Write $N$ for the numerator. Since $\sigma_i\sigma_j=\delta_{ij}+i\sum_k\varepsilon_{ijk}\sigma_k$,

$$N=w-i\,v\cdot\sigma,\qquad w=1+\operatorname{tr}R,$$
$$v=(R_{21}-R_{12},\;R_{02}-R_{20},\;R_{10}-R_{01}).$$

This is `numerator_eq`. The vector $v$, called `axial R`, is not a unit axis: its length is $2|\sin\theta|$. The name `spinor` denotes the matrix $w-i\,v\cdot\sigma$, not a two-component state.

The next identities use only the form $N=w-i\,v\cdot\sigma$ with real $w$ and $v$, so the lemmas state them for arbitrary real parameters. The identity $(v\cdot\sigma)^2=|v|^2$ gives $NN^\dagger=w^2+|v|^2$. Writing out the four entries gives

$$\det N=(w-iv_2)(w+iv_2)-(-iv_0-v_1)(-iv_0+v_1)=w^2+|v|^2.$$

These are the two halves of `spinor_norm`. For the conjugation,

$$N\sigma_jN^\dagger=w^2\sigma_j-iw[v\cdot\sigma,\sigma_j]+(v\cdot\sigma)\sigma_j(v\cdot\sigma).$$

The commutator is $2i\sum_{ki}\varepsilon_{kji}v_k\sigma_i$. Because $v\cdot\sigma$ and $\sigma_j$ have anticommutator $2v_j$, the last term is $2v_j\,v\cdot\sigma-|v|^2\sigma_j$. Hence $N\sigma_jN^\dagger=\sum_iE_{ij}\sigma_i$ with

$$E_{ij}=(w^2-|v|^2)\delta_{ij}+2v_iv_j-2w\sum_k\varepsilon_{ijk}v_k,$$

which is `eulerRodrigues`, and the identity is `spinor_conj`. Lean proves these lemmas by comparing real and imaginary parts, entry by entry for the matrix identities, and closing the polynomial identities with `ring`.

## Why the quadratic matrix is a multiple of $R$

For a proper rotation the adjugate is $R^{-1}=R^T$, so $R$ equals its own cofactor matrix (`rotation_cofactor`). For example, $R_{22}=R_{00}R_{11}-R_{01}R_{10}$.

Put $t=\operatorname{tr}R$. Expanding the squares,

$$t^2+|v|^2=\sum_{ij}R_{ij}^2+2\sum_{i<j}(R_{ii}R_{jj}-R_{ij}R_{ji})=3+2t.$$

The first sum is 3 because the rows are normalised; the second is the sum of the diagonal cofactors, which is $t$. Therefore $w^2+|v|^2=1+2t+3+2t=4w$.

For a diagonal entry, $E_{00}=4w-2(v_1^2+v_2^2)$. Normalisation of row 0 and column 0, with the cofactor relations for $R_{11}$ and $R_{22}$, gives

$$v_1^2+v_2^2=2(1-R_{00}^2)-2(R_{01}R_{10}+R_{02}R_{20})=2w(1-R_{00}),$$

so $E_{00}=4wR_{00}$. For an off-diagonal entry, expand

$$v_0v_1=R_{21}R_{02}-R_{21}R_{20}-R_{12}R_{02}+R_{12}R_{20}.$$

The cofactor relations replace the outer terms by $R_{10}+R_{22}R_{01}$ and $R_{01}+R_{22}R_{10}$. Orthogonality of columns 0 and 1, and of rows 0 and 1, replaces the middle terms by $R_{00}R_{01}+R_{11}R_{10}$ and $R_{00}R_{10}+R_{11}R_{01}$. The total is $w(R_{01}+R_{10})$. Thus $E_{01}=2(v_0v_1-wv_2)=4wR_{01}$, and likewise $E_{10}=4wR_{10}$. Cyclic permutation gives the other entries, so $E=4wR$.

This is `rotation_parameters`. Its `linear_combination` lines list the same row, column and cofactor relations with their coefficients.

When $w>0$, the squared prefactor of $U$ is $1/(4w)$. It turns $NN^\dagger=4w$, $\det N=4w$ and $E=4wR$ into $UU^\dagger=1$, $\det U=1$ and the required conjugation. In the proof of `spinorLift_covers`, `hr` is this scalar identity, and `key` moves the prefactor out of the conjugation.

## Half-turns, a threefold axis and failing inputs

For a proper rotation, $N=0$ exactly when $\operatorname{tr}R=-1$ (`numerator_eq_zero_iff`). If $N=0$, then $4w=\det N=0$; conversely, $w=0$ forces $|v|^2=0$ and hence $N=0$. A half-turn about a unit axis $n$ therefore needs a separate choice, such as $U=-i\,n\cdot\sigma$.

For the threefold rotation $x\to y\to z\to x$, $w=1$ and $v=(1,1,1)$, so $U=(1-i(\sigma_0+\sigma_1+\sigma_2))/2$, as `spinorLift_threefold` states.

Each hypothesis excludes a simple failure:

- Without $\det R=1$, the reflection $\operatorname{diag}(1,1,-1)$ is allowed. It gives $U=1/\sqrt2$ times the identity, which is not unitary.
- Without $RR^T=1$, the matrix $\operatorname{diag}(2,\tfrac12,1)$ is allowed. It gives $U=\sqrt{4.5}/2$ times the identity, again not unitary.
- Without $\operatorname{tr}R>-1$, the half-turn $\operatorname{diag}(-1,-1,1)$ is allowed, and the formula reads $0/0$. Lean sets $1/0=0$, so there `spinorLift R` is the zero matrix, which is not unitary.
